# A qubit's discrete Wigner function and its y-mirror are both nonnegative exactly on the Pauli octahedron

Which states of a qubit have a Wigner function that reads as a probability distribution on four phase points depends on the operators placed at those points. The choice here is

$$A(q,p)=\tfrac12\left(1+(-1)^q Z+(-1)^p X+(-1)^{q+p}Y\right),\qquad q,p\in\{0,1\},$$

where $X,Y,Z$ are the Pauli matrices. The opposite sign in front of $Y$ would serve equally well, and it gives the mirrored function that appears below. For a state $\rho$ the Wigner function is $W(q,p)=\tfrac12\operatorname{Tr}(\rho A(q,p))$.

Two results follow for a single qubit. Over the Bloch ball, the lowest value of $W$ at any phase point is $(1-\sqrt3)/4\approx-0.183$. And $W$ and its mirror are both nonnegative at all four points exactly when the Bloch vector satisfies $|x|+|y|+|z|\le1$, which means that the state is a probabilistic mixture of the six Pauli eigenstates. Such inputs matter for the simulation of Clifford circuits, because each one can be replaced by a randomly drawn Pauli eigenstate.

```lean
import Mathlib

open Matrix

namespace QubitWigner

noncomputable section
```

## States and phase-point operators share one matrix form

A qubit state with Bloch vector $(x,y,z)$ is

$$\rho=\tfrac12(1+xX+yY+zZ)=\tfrac12\begin{pmatrix}1+z & x-iy\\ x+iy & 1-z\end{pmatrix}.$$

In the code, `bloch x y z` is this matrix, not the vector. It accepts any real $x,y,z$. Its eigenvalues are $(1\pm\sqrt{x^2+y^2+z^2})/2$, so it is a density matrix exactly when the vector lies in the unit ball. This identification of the ball with the physical states is the step from the Lean model to a real qubit, and it is supplied here by the eigenvalue formula and not by a theorem.

```lean
/-- The matrix `(1 + x X + y Y + z Z) / 2` with Bloch vector `(x, y, z)`, where `X, Y, Z` are
the Pauli matrices. -/
def bloch (x y z : ℝ) : Matrix (Fin 2) (Fin 2) ℂ :=
  !![(1 + (z : ℂ)) / 2, ((x : ℂ) - y * Complex.I) / 2;
     ((x : ℂ) + y * Complex.I) / 2, (1 - (z : ℂ)) / 2]
```

The operator $A(q,p)$ has the same form, with signs as its coefficients. In the order $x,y,z$ they are $(-1)^p$, $(-1)^{q+p}$, $(-1)^q$. This vector has length $\sqrt3$, so $A(q,p)$ has trace one but also a negative eigenvalue, and it is not itself a state. The labels $q$ and $p$ have type `Fin 2`, and `q.val` is the corresponding number 0 or 1.

```lean
/-- The phase-point operator `(1 + (-1)^q Z + (-1)^p X + (-1)^(q+p) Y) / 2`. -/
def phasePoint (q p : Fin 2) : Matrix (Fin 2) (Fin 2) ℂ :=
  bloch ((-1) ^ p.val) ((-1) ^ (q.val + p.val)) ((-1) ^ q.val)
```

For Hermitian $\rho$ the trace $\operatorname{Tr}(\rho A(q,p))$ is real. The definition takes the real part so that `wigner` returns a real number for every complex $2\times2$ matrix, and nothing is lost for states.

```lean
/-- The discrete Wigner function: half the real part of the trace of `ρ` times the
phase-point operator. -/
def wigner (ρ : Matrix (Fin 2) (Fin 2) ℂ) (q p : Fin 2) : ℝ :=
  (ρ * phasePoint q p).trace.re / 2
```

## The Wigner function in Bloch coordinates

Multiply two matrices of Bloch form, with vectors $(x,y,z)$ and $(a,b,c)$, and add the diagonal entries of the product:

$$\tfrac14\left[(1+z)(1+c)+(x-iy)(a+ib)+(x+iy)(a-ib)+(1-z)(1-c)\right]=\tfrac12(1+xa+yb+zc).$$

The cross terms $\pm i(xb-ya)$ cancel, and $-i^2yb$ appears twice. Lean expands the trace in the same way, and the last line of the proof inserts $i^2=-1$.

```lean
/-- The trace of the product of two Bloch matrices is real and is fixed by the scalar product
of their Bloch vectors. -/
theorem trace_bloch_mul (x y z a b c : ℝ) :
    (bloch x y z * bloch a b c).trace = (((1 + x * a + y * b + z * c) / 2 : ℝ) : ℂ) := by
  simp [bloch, Matrix.trace_fin_two]
  linear_combination (-((y : ℂ) * b) / 2) * Complex.I_sq
```

Setting $(a,b,c)$ to the signs of $A(q,p)$ and halving gives

$$W(q,p)=\tfrac14\left(1+(-1)^q z+(-1)^p x+(-1)^{q+p}y\right).$$

```lean
/-- The Wigner function of a qubit in terms of its Bloch vector. -/
theorem wigner_bloch (x y z : ℝ) (q p : Fin 2) :
    wigner (bloch x y z) q p =
      (1 + (-1) ^ q.val * z + (-1) ^ p.val * x + (-1) ^ (q.val + p.val) * y) / 4 := by
  rw [wigner, phasePoint, trace_bloch_mul, Complex.ofReal_re]
  ring
```

## Transposition as a mirror

Transposing $\rho$ exchanges $x-iy$ and $x+iy$, which replaces $y$ by $-y$ and leaves $x$ and $z$ alone. The mirrored Wigner function is therefore the Wigner function of $\rho^{\mathsf T}$, written `wigner (bloch x y z)ᵀ q p`. Since $\operatorname{Tr}(\rho^{\mathsf T}A)=\operatorname{Tr}(\rho A^{\mathsf T})$, it is also what the original state gives when the sign of $Y$ in the phase-point operators is reversed. The proof compares the four matrix entries.

```lean
/-- Transposing the matrix of a qubit reverses the `y` component of its Bloch vector. -/
theorem bloch_transpose (x y z : ℝ) : (bloch x y z)ᵀ = bloch x (-y) z := by
  ext i j
  fin_cases i <;> fin_cases j <;> simp [bloch]
  ring
```

## Populations from the sum over p

In the sum of $W(q,p)$ over $p$ the terms in $x$ and $y$ change sign between $p=0$ and $p=1$ and cancel:

$$\sum_p W(q,p)=\tfrac12\left(1+(-1)^q z\right)=\rho_{qq}.$$

So $q$ labels the computational basis, and its marginal distribution is the measured one even where $W$ is negative.

```lean
/-- Summing the Wigner function of a matrix of Bloch form over `p` gives its diagonal entry `q`,
which for a state is the population of the computational basis state `q`. -/
theorem sum_wigner (x y z : ℝ) (q : Fin 2) :
    ∑ p, wigner (bloch x y z) q p = (bloch x y z q q).re := by
  simp only [wigner_bloch, Fin.sum_univ_two]
  fin_cases q <;> simp [bloch] <;> ring
```

## The most negative value

Fix a phase point and write $a=(-1)^qz$, $b=(-1)^px$, $c=(-1)^{q+p}y$. The signs square to one, so $a^2+b^2+c^2\le1$ in the Bloch ball, and

$$(a+b+c)^2=3(a^2+b^2+c^2)-(a-b)^2-(b-c)^2-(a-c)^2\le3.$$

Hence $a+b+c\ge-\sqrt3$ and $W(q,p)\ge(1-\sqrt3)/4$. Equality holds for $a=b=c=-1/\sqrt3$, the pure state whose Bloch vector points opposite to that of $A(q,p)$.

`IsLeast` says that the number belongs to the set of values taken over the ball and that no member of that set is smaller. The first half of the proof supplies the Bloch vector just found, with $1/\sqrt3$ written as `√3 / 3`. In the second half, `key` is the inequality above, and the three squares are handed to `nlinarith`. The statement holds for each $q$ and $p$ separately, so all four points share the same minimum.

```lean
/-- At every phase point, the minimum of the Wigner function over the Bloch ball is
`(1 - √3) / 4`. -/
theorem wigner_minimum (q p : Fin 2) :
    IsLeast {w : ℝ | ∃ x y z : ℝ, x ^ 2 + y ^ 2 + z ^ 2 ≤ 1 ∧ wigner (bloch x y z) q p = w}
      ((1 - √3) / 4) := by
  have sgn : ∀ n : ℕ, ((-1 : ℝ) ^ n) ^ 2 = 1 := by
    intro n
    rw [← pow_mul, mul_comm, pow_mul]
    norm_num
  have h3 : √(3 : ℝ) ^ 2 = 3 := Real.sq_sqrt (by norm_num)
  constructor
  · -- the Bloch vector opposite to that of the phase-point operator attains the bound
    refine ⟨-(-1) ^ p.val * (√3 / 3), -(-1) ^ (q.val + p.val) * (√3 / 3),
      -(-1) ^ q.val * (√3 / 3), le_of_eq ?_, ?_⟩
    · linear_combination (√3 ^ 2 / 9) * (sgn p.val + sgn (q.val + p.val) + sgn q.val)
        + (1 / 3) * h3
    · rw [wigner_bloch]
      linear_combination (-√3 / 12) * (sgn p.val + sgn (q.val + p.val) + sgn q.val)
  · rintro w ⟨x, y, z, hball, rfl⟩
    -- Cauchy-Schwarz for three real numbers
    have key : ∀ a b c : ℝ, a ^ 2 + b ^ 2 + c ^ 2 ≤ 1 → -√3 ≤ a + b + c := by
      intro a b c h
      have hs : (a + b + c) ^ 2 ≤ 3 := by
        nlinarith [sq_nonneg (a - b), sq_nonneg (b - c), sq_nonneg (a - c)]
      exact (abs_le.mp (Real.abs_le_sqrt hs)).1
    have h := key ((-1) ^ q.val * z) ((-1) ^ p.val * x) ((-1) ^ (q.val + p.val) * y) (by
      rw [mul_pow, mul_pow, mul_pow, sgn, sgn, sgn]
      linarith)
    rw [wigner_bloch]
    linarith
```

## Eight sign patterns and eight faces

In $W$ the signs of $x$, $y$ and $z$ multiply to $+1$, because $(-1)^p(-1)^{q+p}(-1)^q=1$. The four phase points exhaust the patterns with that product. The mirror reverses the sign of $y$ and supplies the four patterns with product $-1$. Nonnegativity of both functions at all points is therefore the set of eight inequalities

$$1\pm x\pm y\pm z\ge0$$

with independent signs. If they hold, choose each sign opposite to that of its coordinate, and the inequality becomes $1-|x|-|y|-|z|\ge0$. Conversely, $\pm t\ge-|t|$ for every real $t$, so each of the eight expressions is at least $1-|x|-|y|-|z|$.

The Lean proof reads off the eight inequalities from the four phase points and then splits on the signs of $x$, $y$ and $z$; in each case one of the inequalities is the one needed. In the other direction, the auxiliary fact `s` is the bound $-|t|\le(-1)^nt$. Neither direction uses the ball condition, so the equivalence holds for all real $x,y,z$. The vectors with $|x|+|y|+|z|\le1$ all describe states, because the octahedron lies inside the ball.

```lean
/-- The Wigner function and its `y`-mirrored version are both nonnegative at all phase points
exactly when the Bloch vector lies in the octahedron `|x| + |y| + |z| ≤ 1`. -/
theorem nonneg_iff_octahedron (x y z : ℝ) :
    (∀ q p, 0 ≤ wigner (bloch x y z) q p ∧ 0 ≤ wigner (bloch x y z)ᵀ q p) ↔
      |x| + |y| + |z| ≤ 1 := by
  simp only [bloch_transpose, wigner_bloch]
  constructor
  · intro h
    -- the two functions supply all eight faces of the octahedron
    obtain ⟨a1, a2⟩ := h 0 0
    obtain ⟨b1, b2⟩ := h 0 1
    obtain ⟨c1, c2⟩ := h 1 0
    obtain ⟨d1, d2⟩ := h 1 1
    norm_num at a1 a2 b1 b2 c1 c2 d1 d2
    rcases abs_cases x with ⟨hx, _⟩ | ⟨hx, _⟩ <;>
      rcases abs_cases y with ⟨hy, _⟩ | ⟨hy, _⟩ <;>
      rcases abs_cases z with ⟨hz, _⟩ | ⟨hz, _⟩ <;> linarith
  · intro h q p
    have s : ∀ (n : ℕ) (t : ℝ), -|t| ≤ (-1) ^ n * t := by
      intro n t
      rcases neg_one_pow_eq_or ℝ n with hn | hn <;> rw [hn] <;>
        linarith [neg_abs_le t, le_abs_self t]
    constructor
    · linarith [s q.val z, s p.val x, s (q.val + p.val) y]
    · linarith [s q.val z, s p.val x, s (q.val + p.val) (-y), abs_neg y]
```

## Mixtures of the six Pauli eigenstates

The corners of the octahedron are the Bloch vectors of the eigenstates of $X$, $Y$ and $Z$. To translate a statement about matrices into one about coordinates, we need the Bloch vector to be unique. It is: the upper left entry of $\rho$ fixes $z$, and the real and imaginary parts of the lower left entry fix $x$ and $y$.

```lean
/-- A matrix of Bloch form determines its Bloch vector. -/
theorem bloch_injective {x y z a b c : ℝ} (h : bloch x y z = bloch a b c) :
    x = a ∧ y = b ∧ z = c := by
  have h0 := congrArg (fun M => (M 0 0).re) h
  have h1 := congrArg (fun M => (M 1 0).re) h
  have h2 := congrArg (fun M => (M 1 0).im) h
  simp [bloch] at h0 h1 h2
  exact ⟨by linarith, by linarith, by linarith⟩
```

Number the axes $x,y,z$ as $i=0,1,2$, and let $u_i$ and $v_i$ be the weights of the eigenstates at the positive and negative ends of axis $i$. The definition admits arbitrary real weights; the conditions that make them probabilities are stated in the theorems.

```lean
/-- The linear combination of the six Pauli eigenstates with real coefficients `u i` and `v i` on
the positive and negative ends of axis `i`. It is a probabilistic mixture when the coefficients are
nonnegative and sum to one. -/
def pauliMixture (u v : Fin 3 → ℝ) : Matrix (Fin 2) (Fin 2) ℂ :=
  u 0 • bloch 1 0 0 + v 0 • bloch (-1) 0 0 + u 1 • bloch 0 1 0 + v 1 • bloch 0 (-1) 0
    + u 2 • bloch 0 0 1 + v 2 • bloch 0 0 (-1)
```

With $(\sigma_0,\sigma_1,\sigma_2)=(X,Y,Z)$ the mixture is

$$\sum_i\left(u_i\,\frac{1+\sigma_i}2+v_i\,\frac{1-\sigma_i}2\right)=\frac12\sum_i(u_i+v_i)\,1+\frac12\sum_i(u_i-v_i)\,\sigma_i.$$

If the weights sum to one, this is the Bloch matrix with coordinates $u_i-v_i$. In the entrywise proof, the normalisation `hc` is used only for the two diagonal entries, where the identity matrix contributes.

```lean
/-- If the weights sum to one, the Bloch vector of a mixture of Pauli eigenstates is the
difference of the weights along each axis. -/
theorem pauliMixture_eq (u v : Fin 3 → ℝ) (h : ∑ i, (u i + v i) = 1) :
    pauliMixture u v = bloch (u 0 - v 0) (u 1 - v 1) (u 2 - v 2) := by
  rw [Fin.sum_univ_three] at h
  have hc : (u 0 : ℂ) + v 0 + (u 1 + v 1) + (u 2 + v 2) = 1 := by exact_mod_cast h
  ext i j
  fin_cases i <;> fin_cases j <;> simp [pauliMixture, bloch]
  · linear_combination hc / 2
  · ring
  · ring
  · linear_combination hc / 2
```

Now let $r=(x,y,z)$ lie in the octahedron. Share the slack equally among the six states:

$$d=\frac{1-|x|-|y|-|z|}6,\qquad u_i=\frac{|r_i|+r_i}2+d,\qquad v_i=\frac{|r_i|-r_i}2+d.$$

All weights are nonnegative, they sum to $|x|+|y|+|z|+6d=1$, and $u_i-v_i=r_i$. Conversely, for a mixture with nonnegative weights that sum to one, uniqueness gives $r_i=u_i-v_i$, so

$$|x|+|y|+|z|=\sum_i|u_i-v_i|\le\sum_i(u_i+v_i)=1.$$

The formal proof first replaces nonnegativity by the octahedron condition and then carries out these two arguments, with the same $d$ and the same weights.

```lean
/-- The Wigner function of a matrix of Bloch form and that of its transpose are both nonnegative at
all phase points exactly when the matrix is a probabilistic mixture of the six Pauli eigenstates. -/
theorem nonneg_iff_pauliMixture (x y z : ℝ) :
    (∀ q p, 0 ≤ wigner (bloch x y z) q p ∧ 0 ≤ wigner (bloch x y z)ᵀ q p) ↔
      ∃ u v : Fin 3 → ℝ, (∀ i, 0 ≤ u i ∧ 0 ≤ v i) ∧ ∑ i, (u i + v i) = 1 ∧
        bloch x y z = pauliMixture u v := by
  rw [nonneg_iff_octahedron]
  constructor
  · intro h
    -- the slack in the octahedron inequality is shared equally among the six states
    let r : Fin 3 → ℝ := ![x, y, z]
    let d : ℝ := (1 - (|x| + |y| + |z|)) / 6
    have hd : 0 ≤ d := by dsimp only [d]; linarith
    have hsum : ∑ i, (((|r i| + r i) / 2 + d) + ((|r i| - r i) / 2 + d)) = 1 := by
      simp only [Fin.sum_univ_three]
      change (|x| + x) / 2 + d + ((|x| - x) / 2 + d) + ((|y| + y) / 2 + d + ((|y| - y) / 2 + d))
        + ((|z| + z) / 2 + d + ((|z| - z) / 2 + d)) = 1
      dsimp only [d]
      ring
    refine ⟨fun i => (|r i| + r i) / 2 + d, fun i => (|r i| - r i) / 2 + d, ?_, hsum, ?_⟩
    · intro i
      constructor <;> linarith [neg_abs_le (r i), le_abs_self (r i)]
    · rw [pauliMixture_eq _ _ hsum]
      have e : ∀ t : ℝ, (|t| + t) / 2 + d - ((|t| - t) / 2 + d) = t := fun t => by ring
      simp only [e]
      rfl
  · rintro ⟨u, v, hpos, hsum, h⟩
    rw [pauliMixture_eq u v hsum] at h
    obtain ⟨hx, hy, hz⟩ := bloch_injective h
    rw [Fin.sum_univ_three] at hsum
    have e : ∀ i, |u i - v i| ≤ u i + v i := fun i =>
      abs_le.mpr ⟨by linarith [(hpos i).1], by linarith [(hpos i).2]⟩
    rw [hx, hy, hz]
    linarith [e 0, e 1, e 2]
```

Take the Bloch vector $(0.4,\,0.2,\,-0.1)$ as an instance. The absolute values sum to $0.7$, so $d=0.3/6=0.05$, and the weights are $u=(0.45,\,0.25,\,0.05)$ and $v=(0.05,\,0.05,\,0.15)$, with total 1. The two Wigner functions are:

| $(q,p)$ | $W$ | mirrored $W$ |
|---|---|---|
| $(0,0)$ | 0.375 | 0.275 |
| $(0,1)$ | 0.075 | 0.175 |
| $(1,0)$ | 0.325 | 0.425 |
| $(1,1)$ | 0.225 | 0.125 |

All eight entries are positive. In both columns the rows with $q=0$ add up to $0.45=(1+z)/2$, the population of the first basis state.

## A pure state that only the mirror detects

Nonnegativity of $W$ alone is a weaker condition. For the pure state with Bloch vector $(1,1,1)/\sqrt3$,

$$W(0,0)=\frac{1+\sqrt3}4\approx0.683,$$

and the other three values are $(1-1/\sqrt3)/4\approx0.106$. All four are positive, although $|x|+|y|+|z|=\sqrt3>1$ and the state is no mixture of Pauli eigenstates. Its mirrored function at $q=p=1$ is $(1-x-y-z)/4=(1-\sqrt3)/4$, the lowest value that any state reaches.

The Lean proof checks the four phase points one by one, using $\sqrt3<3$ for positivity, and obtains the mirrored value from the transposition rule.

```lean
/-- For the Bloch vector `(1, 1, 1) / √3` the Wigner function is positive at all phase points,
while its mirrored version equals `(1 - √3) / 4` at `q = p = 1`. -/
theorem one_wigner_function_is_not_enough :
    (∀ q p, 0 < wigner (bloch (√3 / 3) (√3 / 3) (√3 / 3)) q p) ∧
      wigner (bloch (√3 / 3) (√3 / 3) (√3 / 3))ᵀ 1 1 = (1 - √3) / 4 := by
  have h0 : 0 ≤ √(3 : ℝ) := Real.sqrt_nonneg 3
  have h3 : √(3 : ℝ) < 3 := by
    nlinarith [Real.sq_sqrt (show (0 : ℝ) ≤ 3 by norm_num)]
  constructor
  · intro q p
    rw [wigner_bloch]
    fin_cases q <;> fin_cases p <;> norm_num <;> linarith
  · rw [bloch_transpose, wigner_bloch, Fin.val_one]
    ring

end

end QubitWigner
```

```lean
#print axioms QubitWigner.wigner_minimum
#print axioms QubitWigner.nonneg_iff_octahedron
#print axioms QubitWigner.nonneg_iff_pauliMixture
#print axioms QubitWigner.one_wigner_function_is_not_enough
```

```
'QubitWigner.wigner_minimum' depends on axioms: [propext, Classical.choice, Quot.sound]
'QubitWigner.nonneg_iff_octahedron' depends on axioms: [propext, Classical.choice, Quot.sound]
'QubitWigner.nonneg_iff_pauliMixture' depends on axioms: [propext, Classical.choice, Quot.sound]
'QubitWigner.one_wigner_function_is_not_enough' depends on axioms: [propext, Classical.choice, Quot.sound]
```
